# At a Thomas–Fermi edge in a linear potential, the order-$2k$ first-derivative term is integrable exactly when $6k < d+4$

In one dimension, take a Thomas–Fermi density $n = x^{1/2}$ at distance $x$ inside its edge: the slope is $n' = \tfrac12 x^{-1/2}$, so the second-order gradient term $n'^2/n$ equals $\tfrac14 x^{-3/2}$, and its integral down to $x=0$ diverges. In $d$ dimensions the edge density in a linear potential is $A x^{d/2}$ with $A>0$. The following Lean file determines for which $d\ge1$ and which orders $2k$ the term $n^{1+2/d}(n'/n^{1+1/d})^{2k}$, which contains no derivative beyond the first, is integrable up to the edge.

```lean
import Mathlib

open MeasureTheory Set

namespace ThomasFermiEdge

noncomputable section

/-- For `d ≥ 1` and `A > 0`, the form of the Thomas-Fermi density in `d` dimensions at distance
`x > 0` inside the turning point of a linear potential, `n(x) = A x^(d/2)`. -/
def edgeDensity (d : ℕ) (A x : ℝ) : ℝ := A * x ^ ((d : ℝ) / 2)

/-- The reduced gradient `n' / n^(1+1/d)` of a density `n` varying along one direction in
`d ≥ 1` dimensions, at points where `n > 0`. -/
def reducedGradient (d : ℕ) (n : ℝ → ℝ) (x : ℝ) : ℝ :=
  deriv n x / n x ^ (1 + 1 / (d : ℝ))

/-- The order-`2k` gradient term built from the first derivative alone, without a numerical
coefficient: `n^(1+2/d) (n' / n^(1+1/d))^(2k)`, for `d ≥ 1` and at points where `n > 0`. -/
def gradientTerm (d k : ℕ) (n : ℝ → ℝ) (x : ℝ) : ℝ :=
  n x ^ (1 + 2 / (d : ℝ)) * reducedGradient d n x ^ (2 * k)

/-- Inside the edge, the density `A x^(d/2)` has slope `A (d/2) x^(d/2-1)`. -/
theorem hasDerivAt_edgeDensity (d : ℕ) (A : ℝ) {x : ℝ} (hx : 0 < x) :
    HasDerivAt (edgeDensity d A) (A * ((d : ℝ) / 2 * x ^ ((d : ℝ) / 2 - 1))) x :=
  (Real.hasDerivAt_rpow_const (Or.inl hx.ne')).const_mul A

/-- For `d ≥ 1` and `A > 0`, the reduced gradient at distance `x > 0` from the edge is
`(d/2) A^(-1/d) x^(-3/2)`. -/
theorem reducedGradient_edge {d : ℕ} (hd : 1 ≤ d) {A x : ℝ} (hA : 0 < A) (hx : 0 < x) :
    reducedGradient d (edgeDensity d A) x
      = (d : ℝ) / 2 * A ^ (-1 / (d : ℝ)) * x ^ (-3 / 2 : ℝ) := by
  have hd0 : (d : ℝ) ≠ 0 := by
    have : d ≠ 0 := by omega
    exact_mod_cast this
  have hdd : (d : ℝ) * (d : ℝ)⁻¹ = 1 := mul_inv_cancel₀ hd0
  -- the denominator is a product of powers of `A` and `x`
  have hden : edgeDensity d A x ^ (1 + 1 / (d : ℝ))
      = A ^ (1 + 1 / (d : ℝ)) * x ^ ((d : ℝ) / 2 + 1 / 2) := by
    have he : (d : ℝ) / 2 * (1 + 1 / (d : ℝ)) = (d : ℝ) / 2 + 1 / 2 := by
      linear_combination (1 / 2 : ℝ) * hdd
    unfold edgeDensity
    rw [Real.mul_rpow hA.le (Real.rpow_nonneg hx.le _), ← Real.rpow_mul hx.le, he]
  have hAp : A ^ (-1 / (d : ℝ)) * A ^ (1 + 1 / (d : ℝ)) = A := by
    rw [← Real.rpow_add hA, show -1 / (d : ℝ) + (1 + 1 / (d : ℝ)) = 1 by ring,
      Real.rpow_one]
  have hxp : x ^ (-3 / 2 : ℝ) * x ^ ((d : ℝ) / 2 + 1 / 2) = x ^ ((d : ℝ) / 2 - 1) := by
    rw [← Real.rpow_add hx]
    congr 1
    ring
  have hpos : 0 < A ^ (1 + 1 / (d : ℝ)) * x ^ ((d : ℝ) / 2 + 1 / 2) :=
    mul_pos (Real.rpow_pos_of_pos hA _) (Real.rpow_pos_of_pos hx _)
  unfold reducedGradient
  rw [(hasDerivAt_edgeDensity d A hx).deriv, hden, div_eq_iff hpos.ne']
  calc A * ((d : ℝ) / 2 * x ^ ((d : ℝ) / 2 - 1))
      = (A ^ (-1 / (d : ℝ)) * A ^ (1 + 1 / (d : ℝ))) * ((d : ℝ) / 2 *
          (x ^ (-3 / 2 : ℝ) * x ^ ((d : ℝ) / 2 + 1 / 2))) := by rw [hAp, hxp]
    _ = _ := by ring

/-- For `d ≥ 1` and `A > 0`, the order-`2k` gradient term at distance `x > 0` from the edge is
a constant times `x^(d/2+1-3k)`. -/
theorem gradientTerm_edge {d : ℕ} (hd : 1 ≤ d) (k : ℕ) {A x : ℝ} (hA : 0 < A) (hx : 0 < x) :
    gradientTerm d k (edgeDensity d A) x
      = ((d : ℝ) / 2) ^ (2 * k) * A ^ (1 + (2 - 2 * (k : ℝ)) / (d : ℝ))
        * x ^ ((d : ℝ) / 2 + 1 - 3 * (k : ℝ)) := by
  have hd0 : (d : ℝ) ≠ 0 := by
    have : d ≠ 0 := by omega
    exact_mod_cast this
  have hdd : (d : ℝ) * (d : ℝ)⁻¹ = 1 := mul_inv_cancel₀ hd0
  have hn : edgeDensity d A x ^ (1 + 2 / (d : ℝ))
      = A ^ (1 + 2 / (d : ℝ)) * x ^ ((d : ℝ) / 2 + 1) := by
    have he : (d : ℝ) / 2 * (1 + 2 / (d : ℝ)) = (d : ℝ) / 2 + 1 := by
      linear_combination hdd
    unfold edgeDensity
    rw [Real.mul_rpow hA.le (Real.rpow_nonneg hx.le _), ← Real.rpow_mul hx.le, he]
  have hpow : ∀ y : ℝ, 0 < y → ∀ a b : ℝ,
      y ^ a * (y ^ b) ^ (2 * k) = y ^ (a + b * (2 * (k : ℝ))) := by
    intro y hy a b
    rw [← Real.rpow_natCast (y ^ b) (2 * k), ← Real.rpow_mul hy.le, ← Real.rpow_add hy]
    push_cast
    rfl
  unfold gradientTerm
  rw [hn, reducedGradient_edge hd hA hx, mul_pow, mul_pow]
  -- collect the powers of `A` and of `x`
  calc _ = ((d : ℝ) / 2) ^ (2 * k)
        * (A ^ (1 + 2 / (d : ℝ)) * (A ^ (-1 / (d : ℝ))) ^ (2 * k))
        * (x ^ ((d : ℝ) / 2 + 1) * (x ^ (-3 / 2 : ℝ)) ^ (2 * k)) := by ring
    _ = _ := by
      rw [hpow A hA, hpow x hx,
        show 1 + 2 / (d : ℝ) + -1 / (d : ℝ) * (2 * (k : ℝ))
          = 1 + (2 - 2 * (k : ℝ)) / (d : ℝ) by ring,
        show (d : ℝ) / 2 + 1 + -3 / 2 * (2 * (k : ℝ))
          = (d : ℝ) / 2 + 1 - 3 * (k : ℝ) by ring]

/-- For `d ≥ 1`, `A > 0` and `L > 0`, the order-`2k` gradient term of the edge density
`A x^(d/2)` is integrable on `0 < x < L` exactly when `6k < d + 4`. -/
theorem integrableOn_gradientTerm_iff {d : ℕ} (hd : 1 ≤ d) (k : ℕ) {A L : ℝ}
    (hA : 0 < A) (hL : 0 < L) :
    IntegrableOn (gradientTerm d k (edgeDensity d A)) (Ioo 0 L) ↔ 6 * k < d + 4 := by
  have hdpos : (0 : ℝ) < d := by exact_mod_cast hd
  have hc : ((d : ℝ) / 2) ^ (2 * k) * A ^ (1 + (2 - 2 * (k : ℝ)) / (d : ℝ)) ≠ 0 :=
    (mul_pos (by positivity) (Real.rpow_pos_of_pos hA _)).ne'
  rw [integrableOn_congr_fun (fun x hx => gradientTerm_edge hd k hA hx.1) measurableSet_Ioo]
  unfold IntegrableOn
  rw [integrable_const_mul_iff (IsUnit.mk0 _ hc)]
  -- a power is integrable at the origin exactly when its exponent exceeds `-1`
  refine (intervalIntegral.integrableOn_Ioo_rpow_iff hL).trans ?_
  rw [← Nat.cast_lt (α := ℝ)]
  push_cast
  constructor <;> intro h <;> linarith

/-- For `d ≥ 1`, `A > 0`, `L > 0` and `6k < d + 4`, this is the value of the order-`2k`
gradient term integrated from the edge to depth `L`. -/
theorem integral_gradientTerm {d k : ℕ} (hd : 1 ≤ d) (hk : 6 * k < d + 4) {A L : ℝ}
    (hA : 0 < A) (hL : 0 < L) :
    ∫ x in Ioo 0 L, gradientTerm d k (edgeDensity d A) x
      = ((d : ℝ) / 2) ^ (2 * k) * A ^ (1 + (2 - 2 * (k : ℝ)) / (d : ℝ))
        * (L ^ ((d : ℝ) / 2 + 2 - 3 * (k : ℝ)) / ((d : ℝ) / 2 + 2 - 3 * (k : ℝ))) := by
  have hk' : 6 * (k : ℝ) < (d : ℝ) + 4 := by exact_mod_cast hk
  have hs : (d : ℝ) / 2 + 1 - 3 * (k : ℝ) + 1 = (d : ℝ) / 2 + 2 - 3 * (k : ℝ) := by ring
  have hne : (d : ℝ) / 2 + 2 - 3 * (k : ℝ) ≠ 0 := by
    have : 0 < (d : ℝ) / 2 + 2 - 3 * (k : ℝ) := by linarith
    exact this.ne'
  rw [setIntegral_congr_fun measurableSet_Ioo
      (fun x hx => gradientTerm_edge hd k hA hx.1),
    integral_const_mul, ← integral_Ioc_eq_integral_Ioo,
    ← intervalIntegral.integral_of_le hL.le, integral_rpow (Or.inl (by linarith)), hs,
    Real.zero_rpow hne, sub_zero]

/-- For `d ≥ 1`, `A > 0` and `L > 0`, the second-order gradient term is integrable up to the
Thomas-Fermi edge exactly when `d ≥ 3`. -/
theorem second_order_iff {d : ℕ} (hd : 1 ≤ d) {A L : ℝ} (hA : 0 < A) (hL : 0 < L) :
    IntegrableOn (gradientTerm d 1 (edgeDensity d A)) (Ioo 0 L) ↔ 3 ≤ d := by
  rw [integrableOn_gradientTerm_iff hd 1 hA hL]
  omega

/-- For `d ≥ 1`, `A > 0` and `L > 0`, the gradient term with `k = 2`, which contains the fourth
power of the first derivative and no higher derivatives, is integrable up to the Thomas-Fermi edge
exactly when `d ≥ 9`. -/
theorem fourth_order_iff {d : ℕ} (hd : 1 ≤ d) {A L : ℝ} (hA : 0 < A) (hL : 0 < L) :
    IntegrableOn (gradientTerm d 2 (edgeDensity d A)) (Ioo 0 L) ↔ 9 ≤ d := by
  rw [integrableOn_gradientTerm_iff hd 2 hA hL]
  omega

/-- In two dimensions with `A > 0`, the second-order gradient term integrated from a cutoff
`ε > 0` to depth `L > 0` equals `A log(L/ε)`. -/
theorem second_order_two_dim_cutoff {A ε L : ℝ} (hA : 0 < A) (hε : 0 < ε) (hL : 0 < L) :
    ∫ x in ε..L, gradientTerm 2 1 (edgeDensity 2 A) x = A * Real.log (L / ε) := by
  have hcongr : ∀ x ∈ uIcc ε L,
      gradientTerm 2 1 (edgeDensity 2 A) x = A * x⁻¹ := by
    intro x hx
    have hx0 : 0 < x := lt_of_lt_of_le (lt_min hε hL) hx.1
    rw [gradientTerm_edge (by norm_num) 1 hA hx0,
      show 1 + (2 - 2 * ((1 : ℕ) : ℝ)) / ((2 : ℕ) : ℝ) = 1 by norm_num,
      show ((2 : ℕ) : ℝ) / 2 + 1 - 3 * ((1 : ℕ) : ℝ) = -1 by norm_num,
      Real.rpow_one, Real.rpow_neg_one]
    norm_num
  rw [intervalIntegral.integral_congr hcongr, intervalIntegral.integral_const_mul,
    integral_inv_of_pos hε hL]

end

end ThomasFermiEdge
```

```lean
#print axioms ThomasFermiEdge.integral_gradientTerm
-- 'ThomasFermiEdge.integral_gradientTerm' depends on axioms: [propext, Classical.choice, Quot.sound]
#print axioms ThomasFermiEdge.second_order_iff
-- 'ThomasFermiEdge.second_order_iff' depends on axioms: [propext, Classical.choice, Quot.sound]
#print axioms ThomasFermiEdge.fourth_order_iff
-- 'ThomasFermiEdge.fourth_order_iff' depends on axioms: [propext, Classical.choice, Quot.sound]
#print axioms ThomasFermiEdge.second_order_two_dim_cutoff
-- 'ThomasFermiEdge.second_order_two_dim_cutoff' depends on axioms: [propext, Classical.choice, Quot.sound]
```

## Which orders are integrable in which dimension

The central theorem is `integrableOn_gradientTerm_iff`. It takes a dimension $d \ge 1$, a natural number $k$, an amplitude $A>0$ and a depth $L>0$, and it says that

$$
n^{1+2/d}\left(\frac{n'}{n^{1+1/d}}\right)^{2k},\qquad n(x)=A\,x^{d/2},
$$

is integrable on $0<x<L$ if and only if $6k<d+4$. Neither $A$ nor $L$ enters the condition.

Two orders are stated separately. By `second_order_iff`, the term with $k=1$ is integrable exactly for $d\ge 3$. By `fourth_order_iff`, the term with $k=2$ is integrable exactly for $d\ge 9$. In three dimensions the second-order term therefore has a finite integral up to the edge, although the term itself diverges there as $x^{-1/2}$. The integral of the fourth-order term is infinite. At the lowest order, $k=0$, the expression is $n^{1+2/d}$ alone, and the condition $0<d+4$ always holds.

When the condition is met, `integral_gradientTerm` gives the value

$$
\int_0^L n^{1+2/d}\left(\frac{n'}{n^{1+1/d}}\right)^{2k}dx
=\left(\frac d2\right)^{2k}A^{1+(2-2k)/d}\;
\frac{L^{d/2+2-3k}}{d/2+2-3k}.
$$

The case $d=2$, $k=1$ lies exactly on the boundary, since $6k=d+4=6$. There `second_order_two_dim_cutoff` shows that the integral from a cutoff $\varepsilon>0$ to $L$ equals $A\log(L/\varepsilon)$, which grows without bound as $\varepsilon\to0$.

## The turning point behind the power $d/2$

In Thomas–Fermi theory the density of non-interacting fermions at a point is that of a uniform gas whose Fermi energy is $\mu-V$, where $\mu$ is the chemical potential and $V$ the potential. The Fermi momentum goes as $(\mu-V)^{1/2}$ and the density as its $d$-th power, so $n\propto(\mu-V)^{d/2}$. If the potential is linear near the turning point, then $\mu-V=Fx$ with a force $F>0$, and $n=A x^{d/2}$. The constant $A$ collects $F$, the particle mass, $\hbar$ and the spin degeneracy. The depth $L$ marks how far inside the edge the linear form is used.

The Lean definitions follow this picture:

- `edgeDensity d A x` is $A x^{d/2}$ with a real exponent. The physical density is zero for negative $x$, which the formula does not reproduce in even dimensions, but every theorem stays at $x>0$.
- `reducedGradient d n x` is $n'/n^{1+1/d}$ for an arbitrary function `n`, with the slope taken by `deriv`. Since $n$ has the dimension of an inverse length to the power $d$, this ratio is dimensionless. It is the relative change $n'/n$ multiplied by the typical particle spacing $n^{-1/d}$.
- `gradientTerm d k n x` multiplies the $2k$-th power of that ratio by $n^{1+2/d}$, the density dependence of the Thomas–Fermi kinetic energy. For $k=1$ the fractional powers cancel and $n'^2/n$ remains, the form of the von Weizsäcker term.
- `IntegrableOn f (Ioo 0 L)` means Lebesgue integrability on the open interval $(0,L)$. The gradient term is positive there, so when integrability fails, the integral is infinite.

The density varies along one direction only. In three dimensions the edge is therefore a plane and the integral is an energy per unit transverse area, up to constants; in one dimension the edge is a point and the integral is an energy. The numerical coefficients of a particular functional are left out. This matters in two dimensions, where the standard kinetic-energy expansion has a vanishing second-order coefficient, so that the logarithm belongs to the expression $n'^2/n$ and not to that expansion. A full gradient expansion also contains higher derivatives of $n$, whereas `gradientTerm` keeps only powers of the first.

For orbital-free density functional theory, the result tells which of these first-derivative terms have a finite integral on a Thomas–Fermi density up to a planar edge in a linear potential. The exact quantum density does not stop at the turning point but continues smoothly into the forbidden region. A smooth tail does not make every order finite, however: where $n$ decays exponentially, $n'/n$ is constant and the term goes as $n^{1+(2-2k)/d}$, which is not integrable over the tail once $2k\ge d+2$. In a linear potential the density decays faster than exponentially and $|n'/n|$ grows into the tail, so the same orders diverge there as well.

## Each order costs three powers of $x$

For $x>0$ the slope of the edge density is

$$
n'(x)=A\,\frac d2\,x^{d/2-1},
$$

which is `hasDerivAt_edgeDensity`, the power rule times a constant. The denominator of the reduced gradient is

$$
n^{1+1/d}=A^{1+1/d}\,x^{(d/2)(1+1/d)}=A^{1+1/d}\,x^{d/2+1/2}.
$$

Dividing, the exponent of $x$ becomes $(d/2-1)-(d/2+1/2)=-3/2$, and that of $A$ becomes $1-(1+1/d)=-1/d$:

$$
\frac{n'}{n^{1+1/d}}=\frac d2\,A^{-1/d}\,x^{-3/2}.
$$

The dimension has dropped out of the exponent of $x$. The relative change of the density is of order $1/x$ and the particle spacing is of order $x^{-1/2}$, whatever $d$ is.

This formula is `reducedGradient_edge`. In its proof, `hden` is the expression for the denominator, while `hAp` and `hxp` combine the powers of $A$ and of $x$. The step `div_eq_iff` turns the quotient into a product, which is allowed because the denominator is positive, and the `calc` block regroups the factors.

The prefactor of the gradient term is, in the same way,

$$
n^{1+2/d}=A^{1+2/d}\,x^{(d/2)(1+2/d)}=A^{1+2/d}\,x^{d/2+1}.
$$

Raising the reduced gradient to the power $2k$ gives $(d/2)^{2k}A^{-2k/d}x^{-3k}$, and the product of the two is

$$
\left(\frac d2\right)^{2k}A^{1+(2-2k)/d}\;x^{d/2+1-3k}.
$$

This is `gradientTerm_edge`. Its auxiliary statement `hpow` says that $y^a(y^b)^{2k}=y^{a+2kb}$ for $y>0$, and it is applied once to $A$ and once to $x$. The exponent shows the competition: raising $k$ by one makes the term more singular by a factor $x^{-3}$, while raising the dimension by one softens it by only $x^{1/2}$. Six more dimensions are needed to make up for one more order, which is the step from $d\ge3$ to $d\ge9$.

## Integrating the power up to the edge

Write $p=d/2+1-3k$ for the exponent. For $p\neq-1$ and $0<\varepsilon<L$,

$$
\int_\varepsilon^L x^p\,dx=\frac{L^{p+1}-\varepsilon^{p+1}}{p+1}.
$$

As $\varepsilon\to0$ this has a finite limit if $p+1>0$ and diverges if $p+1<0$. For $p=-1$ the integral is $\log(L/\varepsilon)$, which diverges too. The power is therefore integrable exactly when $p>-1$, that is,

$$
\frac d2+2-3k>0\quad\Longleftrightarrow\quad 6k<d+4 .
$$

The proof of `integrableOn_gradientTerm_iff` takes the same route. It replaces the gradient term by its power law on the interval with `integrableOn_congr_fun`, and removes the constant with `integrable_const_mul_iff`, which needs the constant to be nonzero (`hc`). The criterion $p>-1$ comes from Mathlib as `intervalIntegral.integrableOn_Ioo_rpow_iff`. What remains is the equivalence of two linear inequalities, settled by `linarith` in each direction. Setting $k=1$ or $k=2$ leaves an inequality between natural numbers, which `omega` solves: $6<d+4$ means $d\ge3$, and $12<d+4$ means $d\ge9$.

For the value of the convergent integral, `integral_gradientTerm` inserts the power law again, takes the constant out and applies `integral_rpow`. The contribution of the lower limit is $0^{p+1}$, which vanishes because $p+1>0$.

In the marginal case $d=2$, $k=1$, the prefactor is $(2/2)^2A=A$ and the exponent is $-1$, so the integrand is $A/x$. The statement `hcongr` establishes this on the whole integration range, and `integral_inv_of_pos` supplies the logarithm. The theorem also allows $\varepsilon>L$, where the oriented integral and the logarithm are both negative.

## The edge region in a numerical energy

Suppose the second-order term is evaluated on the three-dimensional edge density. The integrand is $\tfrac94A\,x^{-1/2}$, and the value up to depth $L$ is $\tfrac92A\sqrt L$. If the integration starts at a small distance $h$ from the edge instead of at zero, the missing part is $\tfrac92A\sqrt h$, a fraction $\sqrt{h/L}$ of the total. With $h=L/100$ this is ten percent, and reducing the missing part to one percent requires $h=L/10^4$. The substitution $x=t^2$ removes the singularity: $dx=2t\,dt$, and the integrand in $t$ becomes the constant $\tfrac92A$.

In two dimensions no such substitution yields a finite total for $n'^2/n$. Each tenfold reduction of the cutoff adds the same amount, $A\log 10\approx2.30\,A$. In one dimension the integral from $\varepsilon$ to $L$ is $\tfrac12A(\varepsilon^{-1/2}-L^{-1/2})$, so its leading part doubles whenever $\varepsilon$ is reduced by a factor of four.
